# The Clebsch-Gordan table for coupling j to spin 1 is an unnormalised table with each row divided by its length

Couple an angular momentum j to a spin 1, in that order. For a total projection m with |m| ≤ j−1, the Clebsch-Gordan coefficients form a 3 × 3 table, with a row for each total angular momentum j+1, j, j−1 and a column for each spin projection 1, 0, −1. The file writes out the closed formulas for this table, with the Condon-Shortley signs. The theorem `cgTable_eq` says that each entry given by these formulas equals the matching entry of a simpler, unnormalised table divided by the length of its row. It is stated for all real j and m with j > 0 and |m| ≤ j. This range includes values with no physical meaning, and at |m| = j the formulas still give a third row although no state with total angular momentum j−1 has that projection. The proof treats the nine entries one by one, mostly through a helper lemma, `sqrt_quot`, which turns the root of a quotient, √(p/q), into y/√n once y²q = pn is known, with y ≥ 0 and q, n > 0.

In Lean, a first try:

```lean
import Mathlib

open Matrix

namespace CgTableEq

noncomputable section

/-- The Clebsch-Gordan table for `j × 1`, for `j > 0` and `|m| ≤ j`: rows `J = j+1, j, j-1`, columns
spin projection `1, 0, -1`. -/
def cgTable (j m : ℝ) : Matrix (Fin 3) (Fin 3) ℝ :=
  !![√((j + m) * (j + m + 1) / ((2 * j + 1) * (2 * j + 2))),
     √((j - m + 1) * (j + m + 1) / ((2 * j + 1) * (j + 1))),
     √((j - m) * (j - m + 1) / ((2 * j + 1) * (2 * j + 2)));
     -√((j + m) * (j - m + 1) / (2 * j * (j + 1))),
     m / √(j * (j + 1)),
     √((j - m) * (j + m + 1) / (2 * j * (j + 1)));
     √((j - m) * (j - m + 1) / (2 * j * (2 * j + 1))),
     -√((j - m) * (j + m) / (j * (2 * j + 1))),
     √((j + m + 1) * (j + m) / (2 * j * (2 * j + 1)))]

/-- The table before normalisation of its rows. -/
def rawTable (j m : ℝ) : Matrix (Fin 3) (Fin 3) ℝ :=
  !![√(j + m) * √(j + m + 1), √2 * (√(j + m + 1) * √(j - m + 1)), √(j - m) * √(j - m + 1);
     -(√(j + m) * √(j - m + 1)), √2 * m, √(j - m) * √(j + m + 1);
     √(j - m) * √(j - m + 1), -(√2 * (√(j - m) * √(j + m))), √(j + m) * √(j + m + 1)]

/-- For `|m| ≤ j`, the squared lengths of the rows of `rawTable j m`. -/
def rowNorm (j : ℝ) : Fin 3 → ℝ :=
  ![(2 * j + 1) * (2 * j + 2), 2 * j * (j + 1), 2 * j * (2 * j + 1)]

private lemma squares {j m : ℝ} (hm : |m| ≤ j) :
    √(j + m) ^ 2 = j + m ∧ √(j - m) ^ 2 = j - m ∧ √(j + m + 1) ^ 2 = j + m + 1 ∧
      √(j - m + 1) ^ 2 = j - m + 1 ∧ √(2 : ℝ) ^ 2 = 2 := by
  obtain ⟨h1, h2⟩ := abs_le.mp hm
  refine ⟨Real.sq_sqrt ?_, Real.sq_sqrt ?_, Real.sq_sqrt ?_, Real.sq_sqrt ?_, Real.sq_sqrt ?_⟩ <;>
    linarith

private lemma sqrt_quot {p q y n : ℝ} (hy : 0 ≤ y) (hq : 0 < q) (hn : 0 < n)
    (h : y ^ 2 * q = p * n) : √(p / q) = y / √n := by
  have e : p / q = y ^ 2 / n := by
    rw [div_eq_div_iff hq.ne' hn.ne']
    exact h.symm
  rw [e, Real.sqrt_div (sq_nonneg y), Real.sqrt_sq hy]

/-- For `j > 0` and `|m| ≤ j` the Clebsch-Gordan table is the unnormalised table with each row
divided by its length. -/
theorem cgTable_eq {j m : ℝ} (hj : 0 < j) (hm : |m| ≤ j) (i k : Fin 3) :
    cgTable j m i k = rawTable j m i k / √(rowNorm j i) := by
  obtain ⟨ha, hb, hc, hd, hs⟩ := squares hm
  have h00 : √((j + m) * (j + m + 1) / ((2 * j + 1) * (2 * j + 2))) =
      √(j + m) * √(j + m + 1) / √((2 * j + 1) * (2 * j + 2)) :=
    sqrt_quot (by positivity) (by positivity) (by positivity)
      (by simp only [mul_pow, ha, hc] <;> ring)
  have h01 : √((j - m + 1) * (j + m + 1) / ((2 * j + 1) * (j + 1))) =
      √2 * (√(j + m + 1) * √(j - m + 1)) / √((2 * j + 1) * (2 * j + 2)) :=
    sqrt_quot (by positivity) (by positivity) (by positivity)
      (by simp only [mul_pow, hc, hd, hs] <;> ring)
  have h02 : √((j - m) * (j - m + 1) / ((2 * j + 1) * (2 * j + 2))) =
      √(j - m) * √(j - m + 1) / √((2 * j + 1) * (2 * j + 2)) :=
    sqrt_quot (by positivity) (by positivity) (by positivity)
      (by simp only [mul_pow, hb, hd] <;> ring)
  have h10 : -√((j + m) * (j - m + 1) / (2 * j * (j + 1))) =
      -(√(j + m) * √(j - m + 1)) / √(2 * j * (j + 1)) := by
    rw [neg_div, sqrt_quot (by positivity) (by positivity) (by positivity)
      (by simp only [mul_pow, ha, hd] <;> ring)]
  have h11 : m / √(j * (j + 1)) = √2 * m / √(2 * j * (j + 1)) := by
    rw [mul_assoc 2 j, Real.sqrt_mul (by norm_num : (0 : ℝ) ≤ 2),
      mul_div_mul_left _ _ (by positivity : √(2 : ℝ) ≠ 0)]
  have h12 : √((j - m) * (j + m + 1) / (2 * j * (j + 1))) =
      √(j - m) * √(j + m + 1) / √(2 * j * (j + 1)) :=
    sqrt_quot (by positivity) (by positivity) (by positivity)
      (by simp only [mul_pow, hb, hc] <;> ring)
  have h20 : √((j - m) * (j - m + 1) / (2 * j * (2 * j + 1))) =
      √(j - m) * √(j - m + 1) / √(2 * j * (2 * j + 1)) :=
    sqrt_quot (by positivity) (by positivity) (by positivity)
      (by simp only [mul_pow, hb, hd] <;> ring)
  have h21 : -√((j - m) * (j + m) / (j * (2 * j + 1))) =
      -(√2 * (√(j - m) * √(j + m))) / √(2 * j * (2 * j + 1)) := by
    rw [neg_div, sqrt_quot (by positivity) (by positivity) (by positivity)
      (by simp only [mul_pow, ha, hb, hs] <;> ring)]
  have h22 : √((j + m + 1) * (j + m) / (2 * j * (2 * j + 1))) =
      √(j + m) * √(j + m + 1) / √(2 * j * (2 * j + 1)) :=
    sqrt_quot (by positivity) (by positivity) (by positivity)
      (by simp only [mul_pow, ha, hc] <;> ring)
  fin_cases i <;> fin_cases k
  exacts [h00, h01, h02, h10, h11, h12, h20, h21, h22]

end

end CgTableEq
```

Messages:

```
Main.lean:66:10: error: `simp` made no progress
Main.lean:64:57: error: unsolved goals
j m : ℝ
hj : 0 < j
hm : |m| ≤ j
i k : Fin 3
ha : √(j + m) ^ 2 = j + m
hb : √(j - m) ^ 2 = j - m
hc : √(j + m + 1) ^ 2 = j + m + 1
hd : √(j - m + 1) ^ 2 = j - m + 1
hs : √2 ^ 2 = 2
h00 : √((j + m) * (j + m + 1) / ((2 * j + 1) * (2 * j + 2))) = √(j + m) * √(j + m + 1) / √((2 * j + 1) * (2 * j + 2))
h01 :
  √((j - m + 1) * (j + m + 1) / ((2 * j + 1) * (j + 1))) =
    √2 * (√(j + m + 1) * √(j - m + 1)) / √((2 * j + 1) * (2 * j + 2))
h02 : √((j - m) * (j - m + 1) / ((2 * j + 1) * (2 * j + 2))) = √(j - m) * √(j - m + 1) / √((2 * j + 1) * (2 * j + 2))
⊢ -(j / √j) = -(√(j + m) * √(j - m + 1) / √(2 * j * (j + 1)))
Main.lean:81:10: error: `simp` made no progress
Main.lean:79:64: error: unsolved goals
j m : ℝ
hj : 0 < j
hm : |m| ≤ j
i k : Fin 3
ha : √(j + m) ^ 2 = j + m
hb : √(j - m) ^ 2 = j - m
hc : √(j + m + 1) ^ 2 = j + m + 1
hd : √(j - m + 1) ^ 2 = j - m + 1
hs : √2 ^ 2 = 2
h00 : √((j + m) * (j + m + 1) / ((2 * j + 1) * (2 * j + 2))) = √(j + m) * √(j + m + 1) / √((2 * j + 1) * (2 * j + 2))
h01 :
  √((j - m + 1) * (j + m + 1) / ((2 * j + 1) * (j + 1))) =
    √2 * (√(j + m + 1) * √(j - m + 1)) / √((2 * j + 1) * (2 * j + 2))
h02 : √((j - m) * (j - m + 1) / ((2 * j + 1) * (2 * j + 2))) = √(j - m) * √(j - m + 1) / √((2 * j + 1) * (2 * j + 2))
h10 : -√((j + m) * (j - m + 1) / (2 * j * (j + 1))) = -(√(j + m) * √(j - m + 1)) / √(2 * j * (j + 1))
h11 : m / √(j * (j + 1)) = √2 * m / √(2 * j * (j + 1))
h12 : √((j - m) * (j + m + 1) / (2 * j * (j + 1))) = √(j - m) * √(j + m + 1) / √(2 * j * (j + 1))
h20 : √((j - m) * (j - m + 1) / (2 * j * (2 * j + 1))) = √(j - m) * √(j - m + 1) / √(2 * j * (2 * j + 1))
⊢ -(j / √j) = -(√2 * (√(j - m) * √(j + m)) / √(2 * j * (2 * j + 1)))
```

What went wrong. Both pairs of errors, in `h10` and `h21`, have one cause. `rw` matches only the left side of `sqrt_quot`, √(p/q), with the goal. This fixes `p` and `q`, but `y` and `n` occur only on the right side, y/√n, so they are still open when the `by` blocks run after the match. The leftover goals contain `j / √j`, which shows that `y` and `n` had both been set to `j`, evidently by `positivity` using `hj : 0 < j`. The side equation then lacked the intended product of roots, so `simp only` had nothing to rewrite and "made no progress". Lean carried on after that error, and the rewrite left the "unsolved goals", with `j / √j` in place of the intended quotient.

The repair keeps `rw [neg_div]` and then uses `exact neg_inj.mpr (sqrt_quot …)`, where `neg_inj.mpr` reduces equality of the negatives to equality of the quotients. Both sides of the lemma's equation are now matched with the goal, which fixes all four variables before the `by` blocks run, so these prove the intended facts.

Replacing `<;> ring` by `; ring`, or dropping it where `simp only` already closes the goal, is mere tidying.

Fix (accepted with no message):

```diff
@@ -52,17 +52,18 @@
       √(j + m) * √(j + m + 1) / √((2 * j + 1) * (2 * j + 2)) :=
     sqrt_quot (by positivity) (by positivity) (by positivity)
-      (by simp only [mul_pow, ha, hc] <;> ring)
+      (by simp only [mul_pow, ha, hc])
   have h01 : √((j - m + 1) * (j + m + 1) / ((2 * j + 1) * (j + 1))) =
       √2 * (√(j + m + 1) * √(j - m + 1)) / √((2 * j + 1) * (2 * j + 2)) :=
     sqrt_quot (by positivity) (by positivity) (by positivity)
-      (by simp only [mul_pow, hc, hd, hs] <;> ring)
+      (by simp only [mul_pow, hc, hd, hs]; ring)
   have h02 : √((j - m) * (j - m + 1) / ((2 * j + 1) * (2 * j + 2))) =
       √(j - m) * √(j - m + 1) / √((2 * j + 1) * (2 * j + 2)) :=
     sqrt_quot (by positivity) (by positivity) (by positivity)
-      (by simp only [mul_pow, hb, hd] <;> ring)
+      (by simp only [mul_pow, hb, hd])
   have h10 : -√((j + m) * (j - m + 1) / (2 * j * (j + 1))) =
       -(√(j + m) * √(j - m + 1)) / √(2 * j * (j + 1)) := by
-    rw [neg_div, sqrt_quot (by positivity) (by positivity) (by positivity)
-      (by simp only [mul_pow, ha, hd] <;> ring)]
+    rw [neg_div]
+    exact neg_inj.mpr (sqrt_quot (by positivity) (by positivity) (by positivity)
+      (by simp only [mul_pow, ha, hd]))
   have h11 : m / √(j * (j + 1)) = √2 * m / √(2 * j * (j + 1)) := by
     rw [mul_assoc 2 j, Real.sqrt_mul (by norm_num : (0 : ℝ) ≤ 2),
@@ -71,17 +72,18 @@
       √(j - m) * √(j + m + 1) / √(2 * j * (j + 1)) :=
     sqrt_quot (by positivity) (by positivity) (by positivity)
-      (by simp only [mul_pow, hb, hc] <;> ring)
+      (by simp only [mul_pow, hb, hc])
   have h20 : √((j - m) * (j - m + 1) / (2 * j * (2 * j + 1))) =
       √(j - m) * √(j - m + 1) / √(2 * j * (2 * j + 1)) :=
     sqrt_quot (by positivity) (by positivity) (by positivity)
-      (by simp only [mul_pow, hb, hd] <;> ring)
+      (by simp only [mul_pow, hb, hd])
   have h21 : -√((j - m) * (j + m) / (j * (2 * j + 1))) =
       -(√2 * (√(j - m) * √(j + m))) / √(2 * j * (2 * j + 1)) := by
-    rw [neg_div, sqrt_quot (by positivity) (by positivity) (by positivity)
-      (by simp only [mul_pow, ha, hb, hs] <;> ring)]
+    rw [neg_div]
+    exact neg_inj.mpr (sqrt_quot (by positivity) (by positivity) (by positivity)
+      (by simp only [mul_pow, ha, hb, hs]; ring))
   have h22 : √((j + m + 1) * (j + m) / (2 * j * (2 * j + 1))) =
       √(j + m) * √(j + m + 1) / √(2 * j * (2 * j + 1)) :=
     sqrt_quot (by positivity) (by positivity) (by positivity)
-      (by simp only [mul_pow, ha, hc] <;> ring)
+      (by simp only [mul_pow, ha, hc]; ring)
   fin_cases i <;> fin_cases k
   exacts [h00, h01, h02, h10, h11, h12, h20, h21, h22]
```
